# A Coated Sphere in a Uniform Field Has No Induced Dipole Exactly When Its Host Has the Maxwell Garnett Permittivity

A sphere has a core of radius a and a shell of outer radius b, with 0 < a < b. Core, shell and host have real, positive permittivities ei, em and e0. The applied potential is −r cos θ, in units of the field strength. In core, shell and host the potential is cos θ times

A r,  B r + C/r²,  −r + D/r².

The core has no 1/r² term because the potential is finite at the centre. D is the amplitude of the dipole field that the sphere adds in the host. This is the induced dipole meant here; the materials inside may be polarised even when D = 0. At both interfaces the potential and the normal displacement, minus the permittivity times the radial derivative of the potential, are continuous. Write

f = (a/b)³,  c = C/a³,  d = D/b³,
M = ei + 2em + 2f(ei − em),
P = ei + 2em − f(ei − em),
ε = em M/P.

Here f is the core's volume fraction and ε the Maxwell Garnett permittivity. The claim is that the amplitudes exist and are unique, that D = 0 exactly when e0 = ε, and that ε lies between the harmonic and arithmetic means of ei and em with weights f and 1 − f.

## Matching at the two interfaces

The function p r + q/r² has derivative p − 2q/r³. Since C/b³ = f c, the four conditions become

A = B + c
ei A = em(B − 2c)
B + f c = −1 + d
em(B − 2f c) = e0(−1 − 2d).

The first two give

3em B = (ei + 2em)A,  3em c = (em − ei)A.

Adding 2e0 times the third equation to the fourth eliminates d:

em(B − 2f c) + 2e0(B + f c) = −3e0.

Multiply by 3em and insert B and c:

A N = −9em e0,  N = em M + 2e0 P.

Because M = (1 + 2f)ei + 2(1 − f)em and P = (1 − f)ei + (2 + f)em are positive, so is N. Hence A, B and c are fixed, and

d = 1 + B + f c = (N − 3e0 P)/N = (em M − e0 P)/N.

Dividing numerator and denominator by P gives

D = b³(ε − e0)/(ε + 2e0),

which vanishes exactly when e0 = ε.

## Distances to the Wiener means

Let δ = ei − em and Q = f em + (1 − f)ei. Then M = 3em + (1 + 2f)δ, P = 3em + (1 − f)δ, and the harmonic mean is ei em/Q. Expanding,

(em + fδ)P − em M = f(1 − f)δ²
M Q − ei P = 2f(1 − f)δ².

Therefore

arithmetic mean − ε = f(1 − f)δ²/P ≥ 0
ε − harmonic mean = 2em f(1 − f)δ²/(P Q) ≥ 0.

## A cylinder, and a negative core permittivity

The same elimination for a coated cylinder in a transverse field, with radial functions p r + q/r and f = (a/b)², gives the neutral host value

e0 = em(ei + em + f(ei − em))/(ei + em − f(ei − em)).

Positivity of ei matters for existence. Take em = e0 = 1 and ei = −2. The core conditions force B = 0, while the outer ones force B = −1, so no amplitudes exist. This is the lossless dipole plasmon resonance of the core.

## The model in Lean

```lean
import Mathlib

namespace CoatedSphere

noncomputable section
```

`radial p q` is the radial factor in any of the three regions.

```lean
/-- Radial factor `p r + q / r²` of a potential proportional to `cos θ`, for `r ≠ 0`. -/
def radial (p q r : ℝ) : ℝ := p * r + q / r ^ 2
```

`IsMatched` states the physical conditions with the actual derivative `deriv`. The uniform field enters through the coefficient `-1`.

```lean
/-- Interface conditions for a coated sphere in a uniform field: the radial potential factors `A r`,
`B r + C / r²`, `-r + D / r²` of core, shell and host, and permittivity times radial derivative, are
continuous at the radii `a` and `b`. -/
def IsMatched (a b ei em e0 A B C D : ℝ) : Prop :=
  radial A 0 a = radial B C a ∧
  ei * deriv (radial A 0) a = em * deriv (radial B C) a ∧
  radial B C b = radial (-1) D b ∧
  em * deriv (radial B C) b = e0 * deriv (radial (-1) D) b
```

The next three definitions are ε and the two means, for a general fraction `f`. The Maxwell Garnett formula used here is the one for spherical inclusions.

```lean
/-- Maxwell Garnett permittivity of inclusions `ei` with volume fraction `f` in a matrix `em`,
for positive permittivities and `0 ≤ f ≤ 1`. -/
def maxwellGarnett (ei em f : ℝ) : ℝ :=
  em * (ei + 2 * em + 2 * f * (ei - em)) / (ei + 2 * em - f * (ei - em))

/-- Arithmetic Wiener mean of the permittivities, with weights `f` and `1 - f`. -/
def wienerArithmetic (ei em f : ℝ) : ℝ := f * ei + (1 - f) * em

/-- Harmonic Wiener mean of the permittivities, with weights `f` and `1 - f`,
for positive permittivities and `0 ≤ f ≤ 1`. -/
def wienerHarmonic (ei em f : ℝ) : ℝ := (f / ei + (1 - f) / em)⁻¹
```

The angular order-one form is an assumption of the model; uniqueness concerns amplitudes within it, not all solutions of Laplace's equation. The setting is electrostatic and lossless, with one particle.

## Derivative and field equation

The first lemma supplies the derivative used in the matching.

```lean
/-- Away from the origin the radial factor has derivative `p - 2 q / r³`. -/
theorem hasDerivAt_radial (p q : ℝ) {r : ℝ} (hr : r ≠ 0) :
    HasDerivAt (radial p q) (p - 2 * (q / r ^ 3)) r := by
  have hfun : radial p q = fun s : ℝ => p * s + q * (s⁻¹ * s⁻¹) := by
    funext s
    simp only [radial]
    ring
  rw [hfun]
  have h := ((hasDerivAt_id' r).const_mul p).fun_add
    (((hasDerivAt_inv hr).fun_mul (hasDerivAt_inv hr)).const_mul q)
  exact h.congr_deriv (by ring)
```

The second confirms that the chosen functions solve the radial equation: r²R′ = p r² − 2q/r, whose derivative is 2R. The derivative formula is needed throughout a neighbourhood of r, hence `filter_upwards`.

```lean
/-- Away from the origin the radial factor `R` solves the radial Laplace equation
`(r² R')' = 2 R` of angular order one. -/
theorem radial_laplace (p q : ℝ) {r : ℝ} (hr : r ≠ 0) :
    HasDerivAt (fun s => s ^ 2 * deriv (radial p q) s) (2 * radial p q r) r := by
  have h : HasDerivAt (fun s : ℝ => p * (s * s) - 2 * q * s⁻¹) (2 * radial p q r) r := by
    have h' := (((hasDerivAt_id' r).fun_mul (hasDerivAt_id' r)).const_mul p).fun_sub
      ((hasDerivAt_inv hr).const_mul (2 * q))
    exact h'.congr_deriv (by simp only [radial]; ring)
  refine h.congr_of_eventuallyEq ?_
  filter_upwards [isOpen_ne.mem_nhds hr] with s hs
  have hs' : s ≠ 0 := hs
  rw [(hasDerivAt_radial p q hs').deriv]
  have e : s ^ 2 * (q / s ^ 3) = q * s⁻¹ := by field_simp
  linear_combination (-2) * e
```

## Solving for the amplitudes

Positivity of M and P comes first.

```lean
/-- For positive permittivities and `0 ≤ f ≤ 1`, both brackets in the Maxwell Garnett formula
are positive. -/
theorem brackets_pos {ei em f : ℝ} (hi : 0 < ei) (hm : 0 < em) (hf0 : 0 ≤ f) (hf1 : f ≤ 1) :
    0 < ei + 2 * em + 2 * f * (ei - em) ∧ 0 < ei + 2 * em - f * (ei - em) := by
  have h1 := mul_nonneg hi.le (sub_nonneg.2 hf1)
  have h2 := mul_nonneg hm.le (sub_nonneg.2 hf1)
  have h3 := mul_nonneg hi.le hf0
  have h4 := mul_nonneg hm.le hf0
  constructor <;> nlinarith
```

In the linear system, `k1`, `k2` and `kA` are the elimination steps above, and each `linear_combination` records the multipliers. The converse substitutes the solution back. The lemma assumes only `em > 0` and N ≠ 0, not the positivity of `ei` and `e0`.

```lean
/-- The four linear interface equations, in the scaled amplitudes `c = C / a³` and `d = D / b³`,
are solved by exactly one set of amplitudes if `em > 0` and the common denominator `N` is
nonzero. -/
theorem scaled_equations_iff {ei em e0 f A B c d N : ℝ} (hm : 0 < em)
    (hN : N = em * (ei + 2 * em + 2 * f * (ei - em)) + 2 * e0 * (ei + 2 * em - f * (ei - em)))
    (hN0 : N ≠ 0) :
    (A = B + c ∧ ei * A = em * (B - 2 * c) ∧ B + f * c = -1 + d ∧
      em * (B - 2 * (f * c)) = e0 * (-1 - 2 * d)) ↔
    (A = -9 * em * e0 / N ∧ B = -3 * e0 * (ei + 2 * em) / N ∧ c = -3 * e0 * (em - ei) / N ∧
      d = (em * (ei + 2 * em + 2 * f * (ei - em)) - e0 * (ei + 2 * em - f * (ei - em))) / N) := by
  constructor
  · rintro ⟨h1, h2, h3, h4⟩
    -- the core interface expresses the shell amplitudes through the core field
    have k1 : 3 * em * B = (ei + 2 * em) * A := by linear_combination -h2 - 2 * em * h1
    have k2 : 3 * em * c = (em - ei) * A := by linear_combination h2 - em * h1
    -- the outer interface then fixes the core field
    have kA : A * N = -9 * em * e0 := by
      rw [hN]
      linear_combination 3 * em * h4 + 6 * em * e0 * h3 - em * (k1 - 2 * f * k2)
        - 2 * e0 * (k1 + f * k2)
    have h3m : 3 * em ≠ 0 := by positivity
    have kB : B * N = -3 * e0 * (ei + 2 * em) :=
      mul_left_cancel₀ h3m (by linear_combination N * k1 + (ei + 2 * em) * kA)
    have kc : c * N = -3 * e0 * (em - ei) :=
      mul_left_cancel₀ h3m (by linear_combination N * k2 + (em - ei) * kA)
    refine ⟨(eq_div_iff hN0).2 kA, (eq_div_iff hN0).2 kB, (eq_div_iff hN0).2 kc,
      (eq_div_iff hN0).2 ?_⟩
    linear_combination -N * h3 + kB + f * kc + hN
  · rintro ⟨rfl, rfl, rfl, rfl⟩
    have hu : N * N⁻¹ = 1 := mul_inv_cancel₀ hN0
    refine ⟨by ring, by ring, ?_, ?_⟩
    · linear_combination N⁻¹ * hN - hu
    · linear_combination e0 * (N⁻¹ * hN - hu)
```

To reach `IsMatched`, the proof writes the potential as r(p + q/r³), cancels the radius and inserts the derivatives.

```lean
/-- Explicit amplitudes of the matched potentials, for positive radii, `em > 0` and a nonzero
common denominator `N`. -/
theorem isMatched_iff {a b ei em e0 A B C D N : ℝ} (ha : 0 < a) (hb : 0 < b) (hm : 0 < em)
    (hN : N = em * (ei + 2 * em + 2 * (a / b) ^ 3 * (ei - em))
      + 2 * e0 * (ei + 2 * em - (a / b) ^ 3 * (ei - em))) (hN0 : N ≠ 0) :
    IsMatched a b ei em e0 A B C D ↔
    (A = -9 * em * e0 / N ∧ B = -3 * e0 * (ei + 2 * em) / N ∧
      C = -3 * e0 * (em - ei) / N * a ^ 3 ∧
      D = (em * (ei + 2 * em + 2 * (a / b) ^ 3 * (ei - em))
        - e0 * (ei + 2 * em - (a / b) ^ 3 * (ei - em))) / N * b ^ 3) := by
  have ha' := ha.ne'
  have hb' := hb.ne'
  have hR : ∀ p q r : ℝ, r ≠ 0 → radial p q r = r * (p + q / r ^ 3) := by
    intro p q r hr
    have e : r * (q / r ^ 3) = q / r ^ 2 := by field_simp
    simp only [radial]
    linear_combination -e
  have hC : C / b ^ 3 = (a / b) ^ 3 * (C / a ^ 3) := by field_simp
  unfold IsMatched
  rw [hR A 0 a ha', hR B C a ha', hR B C b hb', hR (-1) D b hb',
    (hasDerivAt_radial A 0 ha').deriv, (hasDerivAt_radial B C ha').deriv,
    (hasDerivAt_radial B C hb').deriv, (hasDerivAt_radial (-1) D hb').deriv,
    mul_right_inj' ha', mul_right_inj' hb']
  simp only [zero_div, mul_zero, add_zero, sub_zero]
  rw [hC, scaled_equations_iff hm hN hN0, div_eq_iff (pow_ne_zero 3 ha'),
    div_eq_iff (pow_ne_zero 3 hb')]
```

Positive permittivities make N nonzero, which yields existence and uniqueness of the quadruple (A, B, C, D).

```lean
/-- For radii `0 < a < b` and positive permittivities, exactly one set of amplitudes
`(A, B, C, D)` satisfies the interface conditions. -/
theorem existsUnique_matched {a b ei em e0 : ℝ} (ha : 0 < a) (hab : a < b) (hi : 0 < ei)
    (hm : 0 < em) (h0 : 0 < e0) :
    ∃! v : ℝ × ℝ × ℝ × ℝ, IsMatched a b ei em e0 v.1 v.2.1 v.2.2.1 v.2.2.2 := by
  have hb := ha.trans hab
  obtain ⟨hM, hP⟩ := brackets_pos hi hm (f := (a / b) ^ 3) (by positivity)
    (pow_le_one₀ (by positivity) ((div_le_one hb).2 hab.le))
  have hN0 := (add_pos (mul_pos hm hM) (mul_pos (mul_pos two_pos h0) hP)).ne'
  have hs := (isMatched_iff (ei := ei) (e0 := e0) ha hb hm rfl hN0).2 ⟨rfl, rfl, rfl, rfl⟩
  refine ⟨(_, _, _, _), hs, ?_⟩
  rintro ⟨A, B, C, D⟩ h
  obtain ⟨h1, h2, h3, h4⟩ := (isMatched_iff ha hb hm rfl hN0).1 h
  exact Prod.ext h1 (Prod.ext h2 (Prod.ext h3 h4))
```

## The dipole and the neutral host

Clearing P gives the dipole formula. In this static model, the coated sphere therefore has the same external dipole as a homogeneous sphere of radius b and permittivity ε, a useful reduction for core–shell particles.

```lean
/-- For radii `0 < a < b` and positive permittivities, the dipole amplitude is
`b³ (ε - e0) / (ε + 2 e0)`, with `ε` the Maxwell Garnett value at `f = (a / b)³`. -/
theorem dipole_eq {a b ei em e0 A B C D : ℝ} (ha : 0 < a) (hab : a < b) (hi : 0 < ei)
    (hm : 0 < em) (h0 : 0 < e0) (h : IsMatched a b ei em e0 A B C D) :
    D = (maxwellGarnett ei em ((a / b) ^ 3) - e0)
      / (maxwellGarnett ei em ((a / b) ^ 3) + 2 * e0) * b ^ 3 := by
  have hb := ha.trans hab
  obtain ⟨hM, hP⟩ := brackets_pos hi hm (f := (a / b) ^ 3) (by positivity)
    (pow_le_one₀ (by positivity) ((div_le_one hb).2 hab.le))
  have hN0 := (add_pos (mul_pos hm hM) (mul_pos (mul_pos two_pos h0) hP)).ne'
  rw [((isMatched_iff ha hb hm rfl hN0).1 h).2.2.2]
  unfold maxwellGarnett
  -- clear the Maxwell Garnett denominator from numerator and denominator
  rw [div_sub' hP.ne', div_add' _ _ _ hP.ne', div_div_div_cancel_right₀ hP.ne']
  ring
```

Since b³ and ε + 2e0 are nonzero, only the factor ε − e0 can vanish.

```lean
/-- For radii `0 < a < b` and positive permittivities, the coated sphere has no induced dipole
exactly when the host has the Maxwell Garnett permittivity at `f = (a / b)³`. -/
theorem dipole_eq_zero_iff {a b ei em e0 A B C D : ℝ} (ha : 0 < a) (hab : a < b) (hi : 0 < ei)
    (hm : 0 < em) (h0 : 0 < e0) (h : IsMatched a b ei em e0 A B C D) :
    D = 0 ↔ e0 = maxwellGarnett ei em ((a / b) ^ 3) := by
  have hb := ha.trans hab
  obtain ⟨hM, hP⟩ := brackets_pos hi hm (f := (a / b) ^ 3) (by positivity)
    (pow_le_one₀ (by positivity) ((div_le_one hb).2 hab.le))
  have hg : 0 < maxwellGarnett ei em ((a / b) ^ 3) := div_pos (mul_pos hm hM) hP
  have hD := dipole_eq ha hab hi hm h0 h
  constructor
  · intro hz
    rw [hD] at hz
    have h1 := (mul_eq_zero.mp hz).resolve_right (pow_ne_zero 3 hb.ne')
    have h2 := (div_eq_zero_iff.mp h1).resolve_right (by positivity)
    linarith
  · intro he
    rw [hD, ← he, sub_self, zero_div, zero_mul]
```

## The bounds

The gap to the harmonic mean is proved by bringing the difference to a common denominator, the gap to the arithmetic mean by multiplying by P; `hQ` ensures Q ≠ 0, including at f = 0 and f = 1.

```lean
/-- Exact distances of the Maxwell Garnett value from the two Wiener means, for positive
permittivities and `0 ≤ f ≤ 1`. -/
theorem wiener_gaps {ei em f : ℝ} (hi : 0 < ei) (hm : 0 < em) (hf0 : 0 ≤ f) (hf1 : f ≤ 1) :
    maxwellGarnett ei em f - wienerHarmonic ei em f =
      2 * em * (f * (1 - f) * (ei - em) ^ 2)
        / ((ei + 2 * em - f * (ei - em)) * (f * em + ei * (1 - f))) ∧
    wienerArithmetic ei em f - maxwellGarnett ei em f =
      f * (1 - f) * (ei - em) ^ 2 / (ei + 2 * em - f * (ei - em)) := by
  have hP := (brackets_pos hi hm hf0 hf1).2.ne'
  have hQ : f * em + ei * (1 - f) ≠ 0 := by
    rcases hf0.eq_or_lt with h | h
    · rw [← h]
      simpa using hi.ne'
    · exact (add_pos_of_pos_of_nonneg (mul_pos h hm)
        (mul_nonneg hi.le (sub_nonneg.2 hf1))).ne'
  unfold maxwellGarnett wienerHarmonic wienerArithmetic
  constructor
  · rw [div_add_div _ _ hi.ne' hm.ne', inv_div, div_sub_div _ _ hP hQ]
    congr 1
    ring
  · rw [eq_div_iff hP, sub_mul, div_mul_cancel₀ _ hP]
    ring
```

The inequalities follow from the signs of the factors. They concern the Maxwell Garnett formula alone, whereas Wiener's bounds apply to the effective permittivity of composites with arbitrary microstructure.

```lean
/-- For positive permittivities and `0 ≤ f ≤ 1`, the Maxwell Garnett value lies between the
harmonic and the arithmetic Wiener mean. -/
theorem wiener_bounds {ei em f : ℝ} (hi : 0 < ei) (hm : 0 < em) (hf0 : 0 ≤ f) (hf1 : f ≤ 1) :
    wienerHarmonic ei em f ≤ maxwellGarnett ei em f ∧
      maxwellGarnett ei em f ≤ wienerArithmetic ei em f := by
  obtain ⟨h1, h2⟩ := wiener_gaps hi hm hf0 hf1
  have hP := (brackets_pos hi hm hf0 hf1).2.le
  have hf : 0 ≤ 1 - f := sub_nonneg.2 hf1
  have hn : 0 ≤ f * (1 - f) * (ei - em) ^ 2 := by positivity
  have hQ : 0 ≤ f * em + ei * (1 - f) := by positivity
  constructor
  · rw [← sub_nonneg, h1]
    exact div_nonneg (mul_nonneg (by positivity) hn) (mul_nonneg hP hQ)
  · rw [← sub_nonneg, h2]
    exact div_nonneg hn hP

end

end CoatedSphere
```

```lean
#print axioms CoatedSphere.radial_laplace
#print axioms CoatedSphere.existsUnique_matched
#print axioms CoatedSphere.dipole_eq_zero_iff
#print axioms CoatedSphere.wiener_bounds
```

```
'CoatedSphere.radial_laplace' depends on axioms: [propext, Classical.choice, Quot.sound]
'CoatedSphere.existsUnique_matched' depends on axioms: [propext, Classical.choice, Quot.sound]
'CoatedSphere.dipole_eq_zero_iff' depends on axioms: [propext, Classical.choice, Quot.sound]
'CoatedSphere.wiener_bounds' depends on axioms: [propext, Classical.choice, Quot.sound]
```
